# Bound Dirac levels with P > 0 > Q and k < 0 rise with j in a common potential

In a hydrogen-like ion the states 1s₁/₂, 2p₃/₂ and 3d₅/₂ have radial functions without nodes, and their energies can be read off a closed formula. In a mean-field model of a many-electron atom each electron moves in a screened potential, and the formula is lost. Does the order of these levels survive?

Take atomic units, speed of light $c$, and energies $E$ measured from the rest energy. A radial spinor has a large component $P$ and a small component $Q$, and in a spherical potential $V$ it obeys, for $r>0$,

$$P'=-\frac{k}{r}P+\Big(\frac{E-V}{c}+2c\Big)Q,\qquad Q'=\frac{k}{r}Q-\frac{E-V}{c}P .$$

Here $k$ is the relativistic angular quantum number, often written $\kappa$. For $k<0$ it gives $j=|k|-\tfrac12$, so $k=-1$ is s₁/₂ and $k=-2$ is p₃/₂. In this convention the three states of the ion named above have $P>0>Q$, once the free overall sign of the spinor is chosen to make $P$ positive.

```lean
import Mathlib

open Set Filter Topology

namespace NodelessDiracLevels

noncomputable section
```

`IsRadialDirac c k E V P Q` says that the two equations hold at every $r>0$. In it $k$ is any real number and $V$ any real function, with no continuity required. Normalisation and boundary behaviour are not part of the structure.

```lean
/-- The radial Dirac equations on `r > 0` for large component `P` and small component `Q`,
with speed of light `c ≠ 0`, quantum number `k`, potential `V`, and energy `E` measured from
the rest energy. -/
structure IsRadialDirac (c k E : ℝ) (V P Q : ℝ → ℝ) : Prop where
  large : ∀ r, 0 < r → HasDerivAt P (-k * P r / r + ((E - V r) / c + 2 * c) * Q r) r
  small : ∀ r, 0 < r → HasDerivAt Q (k * Q r / r - (E - V r) / c * P r) r
```

Two spinors $(P_1,Q_1)$ and $(P_2,Q_2)$ are compared through their Wronskian $W=P_1Q_2-Q_1P_2$.

```lean
/-- The Wronskian `P₁Q₂ - Q₁P₂` of two radial spinors. -/
def wronskian (P₁ Q₁ P₂ Q₂ : ℝ → ℝ) (r : ℝ) : ℝ := P₁ r * Q₂ r - Q₁ r * P₂ r
```

## (a) The slope of the Wronskian

**Task.** Let the two spinors solve the equations in the same $V$, with $k_1,E_1$ and $k_2,E_2$. Show that for $r>0$

$$W'=\frac{E_1-E_2}{c}\,(P_1P_2+Q_1Q_2)+(k_2-k_1)\,\frac{P_1Q_2+Q_1P_2}{r}.$$

**Solution.** Write $a_i=(E_i-V)/c$. The four terms of the product rule are

$$\begin{aligned}
P_1'Q_2&=-\tfrac{k_1}{r}P_1Q_2+(a_1+2c)Q_1Q_2, & P_1Q_2'&=\tfrac{k_2}{r}P_1Q_2-a_2P_1P_2,\\
-Q_1'P_2&=-\tfrac{k_1}{r}Q_1P_2+a_1P_1P_2, & -Q_1P_2'&=\tfrac{k_2}{r}Q_1P_2-(a_2+2c)Q_1Q_2 .
\end{aligned}$$

In the sum the $2c$ terms cancel. Since $V$ is common, $a_1-a_2=(E_1-E_2)/c$, and the claim follows.

In Lean, `fun_mul` and `fun_sub` apply the product rule, and `ring` collects the terms.

```lean
/-- For two solutions in one potential, the slope of the Wronskian at `r > 0` is an energy term
times the density overlap plus an angular term times the large-small overlap over `r`. -/
theorem hasDerivAt_wronskian {c k₁ k₂ E₁ E₂ : ℝ} {V P₁ Q₁ P₂ Q₂ : ℝ → ℝ}
    (h₁ : IsRadialDirac c k₁ E₁ V P₁ Q₁) (h₂ : IsRadialDirac c k₂ E₂ V P₂ Q₂)
    {r : ℝ} (hr : 0 < r) :
    HasDerivAt (wronskian P₁ Q₁ P₂ Q₂)
      ((E₁ - E₂) / c * (P₁ r * P₂ r + Q₁ r * Q₂ r)
        + (k₂ - k₁) * ((P₁ r * Q₂ r + Q₁ r * P₂ r) / r)) r := by
  have h := ((h₁.large r hr).fun_mul (h₂.small r hr)).fun_sub
    ((h₁.small r hr).fun_mul (h₂.large r hr))
  exact h.congr_deriv (by ring)
```

## (b) The order of two levels

**Task.** Let $c>0$ and $k_1<k_2$. Suppose that both spinors have $P_i>0>Q_i$ on $r>0$, and that $W\to0$ as $r\to0^+$ and as $r\to\infty$. Show that

$$E_1>E_2 .$$

**Solution.** Suppose instead that $E_1\le E_2$. The signs give $P_1P_2+Q_1Q_2>0$ and $P_1Q_2+Q_1P_2<0$. In (a) the energy term is then at most zero and the angular term is negative, so $W'<0$ everywhere and $W$ decreases strictly.

For $0<r<1$ we have $W(r)>W(1)$, and letting $r\to0^+$ gives $W(1)\le0$. For $r>2$ we have $W(r)<W(2)$, and letting $r\to\infty$ gives $W(2)\ge0$. But $W(2)<W(1)\le 0$, a contradiction.

In the code, `anti` is the strict decrease, with `a` and `b` the signs of the two overlaps; `u` and `v` are the bounds at $r=1$ and $r=2$. The limits at the origin and at infinity are `𝓝[>] 0` and `atTop`. The theorem does not ask for $k_i<0$; that condition enters when smaller $k$ is read as larger $j$. The two solutions are given, so their existence in a particular $V$ is a separate question.

```lean
/-- Let `c > 0`. If two solutions in one potential have `P > 0 > Q` on `r > 0`, their Wronskian
vanishes at the origin and at infinity, and `k₁ < k₂`, then `E₁ > E₂`. -/
theorem nodeless_levels_rise {c k₁ k₂ E₁ E₂ : ℝ} {V P₁ Q₁ P₂ Q₂ : ℝ → ℝ} (hc : 0 < c)
    (hk : k₁ < k₂)
    (h₁ : IsRadialDirac c k₁ E₁ V P₁ Q₁) (h₂ : IsRadialDirac c k₂ E₂ V P₂ Q₂)
    (s₁ : ∀ r, 0 < r → 0 < P₁ r ∧ Q₁ r < 0) (s₂ : ∀ r, 0 < r → 0 < P₂ r ∧ Q₂ r < 0)
    (h0 : Tendsto (wronskian P₁ Q₁ P₂ Q₂) (𝓝[>] 0) (𝓝 0))
    (hinf : Tendsto (wronskian P₁ Q₁ P₂ Q₂) atTop (𝓝 0)) : E₂ < E₁ := by
  by_contra hE
  have hE' : E₁ - E₂ ≤ 0 := by linarith [not_lt.mp hE]
  -- with the wrong ordering the Wronskian would decrease strictly on the whole half-line
  have anti : StrictAntiOn (wronskian P₁ Q₁ P₂ Q₂) (Ioi 0) := by
    apply strictAntiOn_of_deriv_neg (convex_Ioi 0)
    · exact fun r hr => (hasDerivAt_wronskian h₁ h₂ hr).continuousAt.continuousWithinAt
    · intro r hr
      rw [interior_Ioi] at hr
      have hr' : 0 < r := hr
      rw [(hasDerivAt_wronskian h₁ h₂ hr').deriv]
      obtain ⟨p₁, q₁⟩ := s₁ r hr'
      obtain ⟨p₂, q₂⟩ := s₂ r hr'
      have a : 0 < P₁ r * P₂ r + Q₁ r * Q₂ r :=
        add_pos (mul_pos p₁ p₂) (mul_pos_of_neg_of_neg q₁ q₂)
      have b : (P₁ r * Q₂ r + Q₁ r * P₂ r) / r < 0 :=
        div_neg_of_neg_of_pos
          (add_neg (mul_neg_of_pos_of_neg p₁ q₂) (mul_neg_of_neg_of_pos q₁ p₂)) hr'
      have e := mul_nonpos_of_nonpos_of_nonneg
        (div_nonpos_of_nonpos_of_nonneg hE' hc.le) a.le
      have f := mul_neg_of_pos_of_neg (sub_pos.mpr hk) b
      linarith
  have one : (1 : ℝ) ∈ Ioi (0 : ℝ) := mem_Ioi.mpr one_pos
  have two : (2 : ℝ) ∈ Ioi (0 : ℝ) := mem_Ioi.mpr two_pos
  -- this contradicts the two vanishing limits
  have u : wronskian P₁ Q₁ P₂ Q₂ 1 ≤ 0 := by
    apply ge_of_tendsto h0
    filter_upwards [Ioo_mem_nhdsGT (one_pos : (0 : ℝ) < 1)] with r hr
    exact (anti (mem_Ioi.mpr hr.1) one hr.2).le
  have v : 0 ≤ wronskian P₁ Q₁ P₂ Q₂ 2 := by
    apply le_of_tendsto hinf
    filter_upwards [eventually_gt_atTop (2 : ℝ)] with r hr
    exact (anti two (mem_Ioi.mpr (two_pos.trans hr)) hr).le
  linarith [anti one two one_lt_two]
```

The condition at the origin does real work. Take $V=0$, $E_1=E_2=0$, $k_1=-2$, $k_2=-1$ and

$$P_1=\frac{2c}{3r},\quad Q_1=-\frac1{r^2},\qquad P_2=2c,\quad Q_2=-\frac1r .$$

Both pairs solve the equations with the required signs, and $W=4c/(3r^2)$ vanishes at infinity. Yet the energies are equal. These pairs are not square-integrable, so they are not bound states; they show only that the theorem as stated becomes false if the condition on $W$ at the origin is dropped.

In an actual calculation, a radial Dirac–Kohn–Sham program holds 2p₃/₂ (state 1) and 1s₁/₂ (state 2) on one grid, in one local potential. If $W$ vanishes at both ends, as in (b), and the two integrals below converge, integrating (a) by hand over all $r$ gives

$$E_1-E_2=-c\,(k_2-k_1)\,\frac{\int_0^\infty (P_1Q_2+Q_1P_2)\,r^{-1}\,dr}{\int_0^\infty (P_1P_2+Q_1Q_2)\,dr},$$

so two quadratures yield the level difference. The ordering in (b) concerns such one-electron levels in a common local potential; in Dirac–Fock theory the exchange term is non-local, and the argument does not apply as it stands.

## (c) Constants of the Coulomb states

For a point nucleus of charge $Z$, $V=-Z/r$. Define, for $k<0$, the exponent $\gamma=\sqrt{k^2-(Z/c)^2}$,

```lean
/-- The exponent `γ = √(k² - (Z/c)²)` of the Coulomb problem, for `c > 0` and `|Z| ≤ c|k|`. -/
def gam (c Z k : ℝ) : ℝ := √(k ^ 2 - (Z / c) ^ 2)
```

the energy $E=c^2(\gamma/|k|-1)$,

```lean
/-- The energy `c²(γ/|k| - 1)` for `k < 0`, measured from the rest energy. -/
def coulombE (c Z k : ℝ) : ℝ := c ^ 2 * (-gam c Z k / k - 1)
```

the ratio $\beta=c(|k|-\gamma)/Z$,

```lean
/-- The ratio `-Q/P = c(|k| - γ)/Z` for `k < 0` and `Z ≠ 0`. -/
def ratio (c Z k : ℝ) : ℝ := c * (-k - gam c Z k) / Z
```

and the components $P=r^\gamma e^{Zr/k}$

```lean
/-- The large component `r^γ exp(Zr/k)`, for `k ≠ 0`. -/
def coulombP (c Z k r : ℝ) : ℝ := r ^ gam c Z k * Real.exp (Z / k * r)
```

and $Q=-\beta P$.

```lean
/-- The small component, a constant negative multiple of the large one when `k < 0 < Z`
and `c > 0`. -/
def coulombQ (c Z k r : ℝ) : ℝ := -ratio c Z k * coulombP c Z k r
```

These components are not normalised. Multiplying both by

$$N=\left[\frac{(2Z/|k|)^{2\gamma+1}}{(1+\beta^2)\,\Gamma(2\gamma+1)}\right]^{1/2}$$

gives $\int_0^\infty(P^2+Q^2)\,dr=1$ and changes neither signs nor energies.

**Task.** For $c>0$, $k<0$ and $0<Z<c|k|$, show that

$$\gamma>0,\qquad \beta>0,\qquad c^2\gamma^2-c^2k^2+Z^2=0 .$$

**Solution.** The bound on $Z$ keeps the exponent real for a point charge: $0<Z/c<|k|$ makes the radicand positive, so $\gamma>0$. The radicand is also smaller than $k^2$, so $\gamma<|k|$ and $\beta>0$. Squaring $\gamma$ and multiplying by $c^2$ gives the last relation.

In the code, `hp` is the positive radicand and `hg` is $\gamma<|k|$.

```lean
/-- For `0 < Z < c|k|` and `k < 0` the exponent is positive, the ratio `-Q/P` is positive, and
`c²γ² = c²k² - Z²`. -/
theorem coulomb_constants {c Z k : ℝ} (hc : 0 < c) (hZ : 0 < Z) (hk : k < 0)
    (hb : Z < c * -k) :
    0 < gam c Z k ∧ 0 < ratio c Z k ∧ c ^ 2 * gam c Z k ^ 2 - c ^ 2 * k ^ 2 + Z ^ 2 = 0 := by
  have hq : 0 < Z / c := div_pos hZ hc
  have hl : Z / c < -k := by rw [div_lt_iff₀ hc]; linarith
  have hp : 0 < k ^ 2 - (Z / c) ^ 2 := by nlinarith
  have hg : gam c Z k < -k := by
    unfold gam
    rw [Real.sqrt_lt' (by linarith)]
    nlinarith
  refine ⟨Real.sqrt_pos.mpr hp, div_pos (mul_pos hc (by linarith)) hZ, ?_⟩
  have e : c ^ 2 * (Z / c) ^ 2 = Z ^ 2 := by field_simp
  unfold gam
  rw [Real.sq_sqrt hp.le]
  linear_combination -e
```

## (d) Explicit nodeless solutions

**Task.** Under the same conditions, show that $(P,Q)$ solves the radial equations with energy $E$ in $V=-Z/r$, and that

$$P>0>Q\ \text{ on } r>0,\qquad \lim_{r\to0^+}P=\lim_{r\to\infty}P=0 .$$

**Solution.** Differentiation gives $P'=(\gamma/r+Z/k)P$. After division by $P$, the first equation becomes

$$\frac{\gamma}{r}+\frac Zk=-\frac kr-\Big(\frac{E+Z/r}{c}+2c\Big)\beta .$$

The $1/r$ terms agree because $Z\beta/c=-k-\gamma$. For the constant terms, $E/c+2c=c(k-\gamma)/k$, so

$$-\Big(\frac Ec+2c\Big)\beta=-\frac{c^2(\gamma^2-k^2)}{kZ}=\frac Zk$$

by (c). The second equation, divided by $-P$, is

$$\beta\Big(\frac\gamma r+\frac Zk\Big)=\frac{k\beta}{r}+\frac{E+Z/r}{c}.$$

Its $1/r$ terms require $\beta(\gamma-k)=c(k^2-\gamma^2)/Z=Z/c$, which is (c) again. Its constant terms agree because $\beta Z/k=c(-\gamma/k-1)=E/c$.

The signs follow from $\beta>0$. At the origin $r^\gamma\to0$ because $\gamma>0$; at infinity the exponential wins because $Z/k<0$.

In Lean, `hd` is the derivative of $P$. Each `e` writes the difference of the two sides as a multiple of the expression in (c), which `hrel` sets to zero.

```lean
/-- For `0 < Z < c|k|` and `k < 0`, the explicit pair solves the radial Dirac equations in the
potential `-Z/r`, has `P > 0 > Q` on `r > 0`, and `P` vanishes at both ends. -/
theorem coulomb_witness {c Z k : ℝ} (hc : 0 < c) (hZ : 0 < Z) (hk : k < 0)
    (hb : Z < c * -k) :
    IsRadialDirac c k (coulombE c Z k) (fun r => -Z / r) (coulombP c Z k) (coulombQ c Z k) ∧
    (∀ r, 0 < r → 0 < coulombP c Z k r ∧ coulombQ c Z k r < 0) ∧
    Tendsto (coulombP c Z k) (𝓝[>] 0) (𝓝 0) ∧ Tendsto (coulombP c Z k) atTop (𝓝 0) := by
  obtain ⟨hg, hβ, hrel⟩ := coulomb_constants hc hZ hk hb
  have hk0 := hk.ne
  have hd : ∀ r, 0 < r → HasDerivAt (coulombP c Z k)
      ((gam c Z k / r + Z / k) * coulombP c Z k r) r := by
    intro r hr
    have a := Real.hasDerivAt_rpow_const (x := r) (p := gam c Z k) (Or.inl hr.ne')
    have b := ((hasDerivAt_id' r).const_mul (Z / k)).exp
    refine (a.fun_mul b).congr_deriv ?_
    rw [Real.rpow_sub_one hr.ne']
    unfold coulombP
    ring
  refine ⟨⟨fun r hr => (hd r hr).congr_deriv ?_,
    fun r hr => ((hd r hr).const_mul (-ratio c Z k)).congr_deriv ?_⟩, ?_, ?_, ?_⟩
  · have e : gam c Z k / r + Z / k - (-k / r - ((coulombE c Z k - -Z / r) / c + 2 * c)
        * ratio c Z k) = (c ^ 2 * gam c Z k ^ 2 - c ^ 2 * k ^ 2 + Z ^ 2) / (k * Z) := by
      unfold coulombE ratio
      field_simp
      ring
    rw [hrel, zero_div] at e
    unfold coulombQ
    linear_combination coulombP c Z k r * e
  · have e : -ratio c Z k * (gam c Z k / r + Z / k) - (-k * ratio c Z k / r
        - (coulombE c Z k - -Z / r) / c)
        = (c ^ 2 * gam c Z k ^ 2 - c ^ 2 * k ^ 2 + Z ^ 2) / (r * Z * c) := by
      unfold coulombE ratio
      field_simp
      ring
    rw [hrel, zero_div] at e
    unfold coulombQ
    linear_combination coulombP c Z k r * e
  · intro r hr
    have p : 0 < coulombP c Z k r := mul_pos (Real.rpow_pos_of_pos hr _) (Real.exp_pos _)
    exact ⟨p, mul_neg_of_neg_of_pos (neg_neg_of_pos hβ) p⟩
  · have h : Continuous (fun r : ℝ => r ^ gam c Z k * Real.exp (Z / k * r)) :=
      (Real.continuous_rpow_const hg.le).mul (by fun_prop)
    exact (h.tendsto' 0 0 (by simp [Real.zero_rpow hg.ne'])).mono_left nhdsWithin_le_nhds
  · have h := tendsto_rpow_mul_exp_neg_mul_atTop_nhds_zero (gam c Z k) (-(Z / k))
      (neg_pos.mpr (div_neg_of_pos_of_neg hZ hk))
    simp only [neg_neg] at h
    exact h
```

## (e) The order of the Coulomb energies

**Task.** For $c>0$, $k_1<k_2<0$ and $0<Z<c|k_2|$, deduce from (b) that

$$c^2\Big(\frac{\gamma_1}{|k_1|}-1\Big)>c^2\Big(\frac{\gamma_2}{|k_2|}-1\Big).$$

**Solution.** Since $|k_1|>|k_2|$, the bound on $Z$ holds for both states, and (d) supplies the equations and the signs. The constant ratios give

$$W=-\beta_2P_1P_2+\beta_1P_1P_2=(\beta_1-\beta_2)P_1P_2,$$

which vanishes at both ends because $P_1$ and $P_2$ do. Now (b) applies.

The inequality is also visible directly, from $\gamma/|k|=\sqrt{1-(Z/ck)^2}$. The derivation through (b) shows that the explicit states meet all its conditions. In the code, `e` is the formula for $W$, and the last two steps are its limits.

```lean
/-- In the Coulomb potential with `0 < Z < c|k₂|` and `k₁ < k₂ < 0`, the energy
`c²(γ/|k| - 1)` is higher for `k₁` than for `k₂`. -/
theorem coulomb_levels_rise {c Z k₁ k₂ : ℝ} (hc : 0 < c) (hZ : 0 < Z) (hk : k₁ < k₂)
    (hk₂ : k₂ < 0) (hb : Z < c * -k₂) : coulombE c Z k₂ < coulombE c Z k₁ := by
  have hb₁ : Z < c * -k₁ := by nlinarith
  obtain ⟨d₁, s₁, z₁, i₁⟩ := coulomb_witness hc hZ (hk.trans hk₂) hb₁
  obtain ⟨d₂, s₂, z₂, i₂⟩ := coulomb_witness hc hZ hk₂ hb
  have e : ∀ r, (ratio c Z k₁ - ratio c Z k₂) * (coulombP c Z k₁ r * coulombP c Z k₂ r)
      = wronskian (coulombP c Z k₁) (coulombQ c Z k₁) (coulombP c Z k₂) (coulombQ c Z k₂) r := by
    intro r
    unfold wronskian coulombQ
    ring
  refine nodeless_levels_rise hc hk d₁ d₂ s₁ s₂ ?_ ?_
  · have h := (z₁.mul z₂).const_mul (ratio c Z k₁ - ratio c Z k₂)
    rw [mul_zero, mul_zero] at h
    exact h.congr e
  · have h := (i₁.mul i₂).const_mul (ratio c Z k₁ - ratio c Z k₂)
    rw [mul_zero, mul_zero] at h
    exact h.congr e

end

end NodelessDiracLevels
```

```lean
#print axioms NodelessDiracLevels.coulomb_levels_rise
-- 'NodelessDiracLevels.coulomb_levels_rise' depends on axioms: [propext, Classical.choice, Quot.sound]
```
